# Transverse spin sum rule for a collinear magnet on finitely many sites

A code for transverse spin response can be checked by applying its bare susceptibility matrix to the spin splitting minus the frequency, and comparing the result site by site with the magnetization. For independent electrons on finitely many sites, with a collinear splitting that is diagonal in the sites and a Hamiltonian otherwise the same for both spins, the two agree, provided that the frequency is no transition energy between unequally occupied levels of opposite spin. Splitting, magnetization and transition energies are all taken as spin up minus spin down, and the susceptibility has the sign and normalization defined below.

```lean
import Mathlib

open Matrix

namespace TransverseSpinResponse

noncomputable section

variable {n : Type*} [Fintype n] [DecidableEq n]

/-- The Hamiltonian `h + B` of one spin channel, with `B` a real field diagonal in the sites. -/
def spinHam (h : Matrix n n ℂ) (B : n → ℝ) : Matrix n n ℂ :=
  h + Matrix.diagonal (fun r => (B r : ℂ))

/-- The orbitals `p i` are orthonormal eigenvectors of `H` with real energies `e i`,
as many as there are sites. -/
structure IsEigenbasis (H : Matrix n n ℂ) (e : n → ℝ) (p : n → n → ℂ) : Prop where
  orthonormal : ∀ i k, star (p i) ⬝ᵥ p k = if i = k then 1 else 0
  eigen : ∀ i, H *ᵥ p i = (e i : ℂ) • p i

/-- The site magnetization: spin-up density minus spin-down density, for occupations `f`, `g`. -/
def magnetization (f g : n → ℝ) (p s : n → n → ℂ) (r : n) : ℝ :=
  ∑ i, f i * Complex.normSq (p i r) - ∑ j, g j * Complex.normSq (s j r)

/-- The factor `(f - g) / (a - b - z)` of a spin-flip transition, set to zero for equal
occupations; for unequal occupations its domain is `z ≠ a - b`. -/
def weight (f g a b : ℝ) (z : ℂ) : ℂ :=
  if f = g then 0 else ((f - g : ℝ) : ℂ) / (((a - b : ℝ) : ℂ) - z)

/-- The transverse spin susceptibility between two sites at frequency `z`, defined for `z` away
from the transition energies `a i - b j` of unequally occupied levels. -/
def chi (f g a b : n → ℝ) (p s : n → n → ℂ) (z : ℂ) : Matrix n n ℂ :=
  Matrix.of fun r r' => ∑ i, ∑ j, weight (f i) (g j) (a i) (b j) z *
    (p i r * star (s j r)) * (star (p i r') * s j r')

/-- An orthonormal eigenbasis is complete: its projectors sum to the identity on the sites. -/
theorem IsEigenbasis.complete {H : Matrix n n ℂ} {e : n → ℝ} {p : n → n → ℂ}
    (hp : IsEigenbasis H e p) (r r' : n) :
    ∑ i, p i r * star (p i r') = if r = r' then 1 else 0 := by
  let P : Matrix n n ℂ := Matrix.of fun r i => p i r
  have h1 : Pᴴ * P = 1 := by
    ext i k
    have := hp.orthonormal i k
    simpa [P, Matrix.mul_apply, Matrix.one_apply, dotProduct] using this
  -- a left inverse of a square matrix is a right inverse
  have h2 : P * Pᴴ = 1 := mul_eq_one_comm.mp h1
  have h3 := congrFun (congrFun h2 r) r'
  simpa [P, Matrix.mul_apply, Matrix.one_apply] using h3

/-- Every state is recovered from its overlaps with an orthonormal eigenbasis, both as a
ket `v` and as a bra `w`. -/
theorem IsEigenbasis.expand {H : Matrix n n ℂ} {e : n → ℝ} {p : n → n → ℂ}
    (hp : IsEigenbasis H e p) (v w : n → ℂ) (r : n) :
    ∑ i, p i r * (star (p i) ⬝ᵥ v) = v r ∧ ∑ i, star (p i r) * (w ⬝ᵥ p i) = w r := by
  constructor
  · calc ∑ i, p i r * (star (p i) ⬝ᵥ v)
        = ∑ r', (∑ i, p i r * star (p i r')) * v r' := by
          simp only [dotProduct, Finset.mul_sum, Finset.sum_mul, Pi.star_apply]
          rw [Finset.sum_comm]
          exact Finset.sum_congr rfl fun _ _ => Finset.sum_congr rfl fun _ _ => by ring
      _ = v r := by simp only [hp.complete]; simp
  · calc ∑ i, star (p i r) * (w ⬝ᵥ p i)
        = ∑ r', (∑ i, p i r' * star (p i r)) * w r' := by
          simp only [dotProduct, Finset.mul_sum, Finset.sum_mul]
          rw [Finset.sum_comm]
          exact Finset.sum_congr rfl fun _ _ => Finset.sum_congr rfl fun _ _ => by ring
      _ = w r := by simp only [hp.complete]; simp

/-- For Hermitian `h`, the matrix element of `2B - z` between an eigenstate of `h + B` and one
of `h - B` is their overlap times the energy difference minus `z`. -/
theorem splitting_element {h : Matrix n n ℂ} (hh : h.IsHermitian) {B : n → ℝ} {α β : ℝ}
    {u v : n → ℂ} (hu : spinHam h B *ᵥ u = (α : ℂ) • u)
    (hv : spinHam h (-B) *ᵥ v = (β : ℂ) • v) (z : ℂ) :
    star u ⬝ᵥ (fun r => (2 * (B r : ℂ) - z) * v r) =
      (((α - β : ℝ) : ℂ) - z) * (star u ⬝ᵥ v) := by
  have hd : star (fun r => (B r : ℂ)) = fun r => (B r : ℂ) := by
    funext r
    simp
  have hH : (spinHam h B)ᴴ = spinHam h B := by
    rw [spinHam, Matrix.conjTranspose_add, hh.eq, Matrix.diagonal_conjTranspose, hd]
  -- the spin-up Hamiltonian acts to the left, the spin-down one to the right
  have h0 : star u ᵥ* spinHam h B = star (spinHam h B *ᵥ u) := by
    rw [Matrix.star_mulVec, hH]
  have h1 : star u ⬝ᵥ (spinHam h B *ᵥ v) = (α : ℂ) * (star u ⬝ᵥ v) := by
    rw [Matrix.dotProduct_mulVec, h0, hu, star_smul, smul_dotProduct]
    simp
  have h2 : star u ⬝ᵥ (spinHam h (-B) *ᵥ v) = (β : ℂ) * (star u ⬝ᵥ v) := by
    rw [hv, dotProduct_smul, smul_eq_mul]
  have h3 : (fun r => (2 * (B r : ℂ) - z) * v r) =
      spinHam h B *ᵥ v - spinHam h (-B) *ᵥ v - z • v := by
    funext r
    simp only [spinHam, Matrix.add_mulVec, Pi.sub_apply, Pi.add_apply, Pi.smul_apply,
      Matrix.mulVec_diagonal, Pi.neg_apply, Complex.ofReal_neg, smul_eq_mul]
    ring
  rw [h3, dotProduct_sub, dotProduct_sub, h1, h2, dotProduct_smul, smul_eq_mul]
  push_cast
  ring

omit [DecidableEq n] in
/-- The response to a site field `v` is a sum over spin-flip transitions, each weighted by the
matrix element of `v`. -/
theorem chi_mulVec (f g a b : n → ℝ) (p s : n → n → ℂ) (z : ℂ) (v : n → ℂ) (r : n) :
    (chi f g a b p s z *ᵥ v) r = ∑ i, ∑ j, weight (f i) (g j) (a i) (b j) z *
      (p i r * star (s j r)) * (star (p i) ⬝ᵥ fun r' => v r' * s j r') := by
  simp only [chi, Matrix.mulVec, dotProduct, Matrix.of_apply, Finset.sum_mul, Finset.mul_sum,
    Pi.star_apply]
  rw [Finset.sum_comm]
  refine Finset.sum_congr rfl fun i _ => ?_
  rw [Finset.sum_comm]
  exact Finset.sum_congr rfl fun _ _ => Finset.sum_congr rfl fun _ _ => by ring

section SumRules

variable {h : Matrix n n ℂ} {B f g a b : n → ℝ} {p s : n → n → ℂ}

/-- Transverse sum rule: for Hermitian `h` and eigenbases of `h + B` and `h - B`, the response
at `z` to the field `2B - z` is the magnetization, if `z` is no transition energy between
unequally occupied levels. -/
theorem transverse_sum_rule (hh : h.IsHermitian) (hp : IsEigenbasis (spinHam h B) a p)
    (hs : IsEigenbasis (spinHam h (-B)) b s) {z : ℂ}
    (hz : ∀ i j, f i ≠ g j → ((a i - b j : ℝ) : ℂ) ≠ z) :
    chi f g a b p s z *ᵥ (fun r => 2 * (B r : ℂ) - z) =
      fun r => (magnetization f g p s r : ℂ) := by
  funext r
  rw [chi_mulVec]
  -- the matrix element cancels the energy denominator
  have key : ∀ i j, weight (f i) (g j) (a i) (b j) z * (p i r * star (s j r)) *
      (star (p i) ⬝ᵥ fun r' => (2 * (B r' : ℂ) - z) * s j r') =
      (f i : ℂ) * (p i r * (star (s j r) * (star (p i) ⬝ᵥ s j))) -
      (g j : ℂ) * (star (s j r) * (p i r * (star (p i) ⬝ᵥ s j))) := by
    intro i j
    have hc : weight (f i) (g j) (a i) (b j) z * (((a i - b j : ℝ) : ℂ) - z) =
        (f i : ℂ) - (g j : ℂ) := by
      by_cases hfg : f i = g j
      · simp [weight, hfg]
      · rw [weight, if_neg hfg, div_mul_cancel₀ _ (sub_ne_zero.mpr (hz i j hfg)),
          Complex.ofReal_sub]
    rw [splitting_element hh (hp.eigen i) (hs.eigen j) z]
    linear_combination (p i r * star (s j r) * (star (p i) ⬝ᵥ s j)) * hc
  refine (Finset.sum_congr rfl fun i _ => Finset.sum_congr rfl fun j _ => key i j).trans ?_
  simp only [Finset.sum_sub_distrib]
  -- completeness removes one of the two sums in each part
  have hA : ∑ i, ∑ j, (f i : ℂ) * (p i r * (star (s j r) * (star (p i) ⬝ᵥ s j))) =
      ∑ i, (f i : ℂ) * (Complex.normSq (p i r) : ℂ) := by
    refine Finset.sum_congr rfl fun i _ => ?_
    rw [← Finset.mul_sum, ← Finset.mul_sum, (hs.expand 0 (star (p i)) r).2, Pi.star_apply,
      Complex.star_def, Complex.mul_conj]
  have hB : ∑ i, ∑ j, (g j : ℂ) * (star (s j r) * (p i r * (star (p i) ⬝ᵥ s j))) =
      ∑ j, (g j : ℂ) * (Complex.normSq (s j r) : ℂ) := by
    rw [Finset.sum_comm]
    refine Finset.sum_congr rfl fun j _ => ?_
    rw [← Finset.mul_sum, ← Finset.mul_sum, (hp.expand (s j) 0 r).1,
      mul_comm (star (s j r)), Complex.star_def, Complex.mul_conj]
  rw [hA, hB]
  simp only [magnetization, Complex.ofReal_sub, Complex.ofReal_sum, Complex.ofReal_mul]

/-- Static sum rule: for Hermitian `h`, if no level of `h + B` coincides with one of `h - B`, the
sum over all spin-flip transitions driven by `2B` is the magnetization at each site. -/
theorem static_sum_rule (hh : h.IsHermitian) (hp : IsEigenbasis (spinHam h B) a p)
    (hs : IsEigenbasis (spinHam h (-B)) b s) (hab : ∀ i j, a i ≠ b j) (r : n) :
    ∑ i, ∑ j, ((f i - g j : ℝ) : ℂ) / ((a i - b j : ℝ) : ℂ) * (p i r * star (s j r)) *
      (star (p i) ⬝ᵥ fun r' => 2 * (B r' : ℂ) * s j r') = (magnetization f g p s r : ℂ) := by
  have hm := congrFun (transverse_sum_rule (f := f) (g := g) (z := 0) hh hp hs
    (fun i j _ => by exact_mod_cast sub_ne_zero.mpr (hab i j))) r
  rw [chi_mulVec] at hm
  refine Eq.trans ?_ hm
  refine Finset.sum_congr rfl fun i _ => Finset.sum_congr rfl fun j _ => ?_
  by_cases hfg : f i = g j
  · simp [weight, hfg]
  · simp [weight, hfg]

/-- Larmor mode of the mean-field Hubbard model: for Hermitian `h` and self-consistent
`B = b₀ - U m / 2`, the magnetization `m` is annihilated by `1 + U χ(2 b₀)`, if `2 b₀` is no
transition energy between unequally occupied levels. -/
theorem hubbard_larmor_mode (hh : h.IsHermitian) (hp : IsEigenbasis (spinHam h B) a p)
    (hs : IsEigenbasis (spinHam h (-B)) b s) {U b₀ : ℝ}
    (hB : ∀ r, B r = b₀ - U / 2 * magnetization f g p s r)
    (hz : ∀ i j, f i ≠ g j → a i - b j ≠ 2 * b₀) :
    (1 + (U : ℂ) • chi f g a b p s ((2 * b₀ : ℝ) : ℂ)) *ᵥ
      (fun r => (magnetization f g p s r : ℂ)) = 0 := by
  have hm := transverse_sum_rule (f := f) (g := g) (z := ((2 * b₀ : ℝ) : ℂ)) hh hp hs
    (fun i j hfg => by exact_mod_cast hz i j hfg)
  -- in the rotating frame only the interaction field is left
  have hv : (fun r => 2 * (B r : ℂ) - ((2 * b₀ : ℝ) : ℂ)) =
      (-(U : ℂ)) • (fun r => (magnetization f g p s r : ℂ)) := by
    funext r
    simp only [hB r, Pi.smul_apply, smul_eq_mul]
    push_cast
    ring
  rw [hv, Matrix.mulVec_smul] at hm
  rw [Matrix.add_mulVec, Matrix.one_mulVec, Matrix.smul_mulVec]
  linear_combination (norm := module) (-1 : ℂ) • hm

/-- For Hermitian `h` and self-consistent `B = b₀ - U m / 2`, with a magnetization `m` that is
nonzero at some site, the determinant of `1 + U χ(2 b₀)` vanishes, if `2 b₀` is no transition energy
between unequally occupied levels. -/
theorem hubbard_larmor_det (hh : h.IsHermitian) (hp : IsEigenbasis (spinHam h B) a p)
    (hs : IsEigenbasis (spinHam h (-B)) b s) {U b₀ : ℝ}
    (hB : ∀ r, B r = b₀ - U / 2 * magnetization f g p s r)
    (hz : ∀ i j, f i ≠ g j → a i - b j ≠ 2 * b₀) (hm : ∃ r, magnetization f g p s r ≠ 0) :
    (1 + (U : ℂ) • chi f g a b p s ((2 * b₀ : ℝ) : ℂ)).det = 0 := by
  obtain ⟨r, hr⟩ := hm
  refine Matrix.exists_mulVec_eq_zero_iff.mp
    ⟨_, fun h0 => hr ?_, hubbard_larmor_mode hh hp hs hB hz⟩
  simpa using congrFun h0 r

end SumRules

/-- A Hubbard dimer with hopping 24, `U = 50` and uniform field 1 meets the conditions of the
sum rules and of the Larmor mode, with magnetization 7/25 on the first site. -/
theorem hubbard_dimer_witness :
    let h : Matrix (Fin 2) (Fin 2) ℂ := !![0, -24; -24, 0]
    let B : Fin 2 → ℝ := ![-6, 8]
    let a : Fin 2 → ℝ := ![26, -24]
    let b : Fin 2 → ℝ := ![24, -26]
    let f : Fin 2 → ℝ := ![0, 1]
    let p : Fin 2 → Fin 2 → ℂ := ![![3 / 5, -4 / 5], ![4 / 5, 3 / 5]]
    let s : Fin 2 → Fin 2 → ℂ := ![![4 / 5, -3 / 5], ![3 / 5, 4 / 5]]
    h.IsHermitian ∧ IsEigenbasis (spinHam h B) a p ∧ IsEigenbasis (spinHam h (-B)) b s ∧
      (∀ i j, a i ≠ b j) ∧ (∀ i j, f i ≠ f j → a i - b j ≠ 2 * 1) ∧
      (∀ r, B r = 1 - 50 / 2 * magnetization f f p s r) ∧
      magnetization f f p s 0 = 7 / 25 := by
  intro h B a b f p s
  -- the numerals in the orbitals are real
  have c3 : (starRingEnd ℂ) 3 = 3 :=
    Complex.ext (by rw [Complex.conj_re]) (by rw [Complex.conj_im]; simp)
  have c4 : (starRingEnd ℂ) 4 = 4 :=
    Complex.ext (by rw [Complex.conj_re]) (by rw [Complex.conj_im]; simp)
  have c5 : (starRingEnd ℂ) 5 = 5 :=
    Complex.ext (by rw [Complex.conj_re]) (by rw [Complex.conj_im]; simp)
  refine ⟨?_, ⟨?_, ?_⟩, ⟨?_, ?_⟩, ?_, ?_, ?_, ?_⟩
  · ext i j
    fin_cases i <;> fin_cases j <;> simp [h]
  · intro i k
    fin_cases i <;> fin_cases k <;>
      simp [p, dotProduct, Fin.sum_univ_two, c3, c4, c5] <;> norm_num
  · intro i
    funext r
    fin_cases i <;> fin_cases r <;>
      simp [h, B, a, p, spinHam, Matrix.mulVec, dotProduct, Fin.sum_univ_two] <;> norm_num
  · intro i k
    fin_cases i <;> fin_cases k <;>
      simp [s, dotProduct, Fin.sum_univ_two, c3, c4, c5] <;> norm_num
  · intro i
    funext r
    fin_cases i <;> fin_cases r <;>
      simp [h, B, b, s, spinHam, Matrix.mulVec, dotProduct, Fin.sum_univ_two] <;> norm_num
  · intro i j
    fin_cases i <;> fin_cases j <;> norm_num [a, b]
  · intro i j
    fin_cases i <;> fin_cases j <;> norm_num [a, b, f]
  · intro r
    fin_cases r <;> simp [B, f, p, s, magnetization, Fin.sum_univ_two] <;> norm_num
  · simp [f, p, s, magnetization, Fin.sum_univ_two]
    norm_num

end

end TransverseSpinResponse
```

```lean
#print axioms TransverseSpinResponse.transverse_sum_rule
#print axioms TransverseSpinResponse.static_sum_rule
#print axioms TransverseSpinResponse.hubbard_larmor_det
```

```
'TransverseSpinResponse.transverse_sum_rule' depends on axioms: [propext, Classical.choice, Quot.sound]
'TransverseSpinResponse.static_sum_rule' depends on axioms: [propext, Classical.choice, Quot.sound]
'TransverseSpinResponse.hubbard_larmor_det' depends on axioms: [propext, Classical.choice, Quot.sound]
```

## Two spin channels and their response

Spin-up electrons move in \(h+B\) and spin-down electrons in \(h-B\), where \(h\) is Hermitian and \(B\) is a real field diagonal in the sites. Write \(\langle u,v\rangle=\sum_r u^*(r)v(r)\), which is `star u ⬝ᵥ v` in Lean. The orthonormal orbitals satisfy

\[
(h+B)p_i=a_ip_i,\qquad (h-B)s_j=b_js_j .
\]

`IsEigenbasis` records both properties. The finite type `n` labels the sites and also the orbitals, so each basis is full. The occupations \(f_i,g_j\) are arbitrary real numbers, and `magnetization` is

\[
m(r)=\sum_i f_i|p_i(r)|^2-\sum_j g_j|s_j(r)|^2 .
\]

At frequency \(z\), which may be complex, `chi` is

\[
\chi_{rr'}(z)=\sum_{i,j}w_{ij}\,p_i(r)s_j^*(r)\,p_i^*(r')s_j(r'),\qquad
w_{ij}=\frac{f_i-g_j}{a_i-b_j-z},
\]

with \(w_{ij}=0\) when \(f_i=g_j\). Physically, with \(\hbar=1\), a term \(\sum_{r'}v(r')e^{-i\omega t}c^\dagger_{r'\uparrow}c_{r'\downarrow}\) in the Hamiltonian drives, to first order, \(\langle c^\dagger_{r\downarrow}c_{r\uparrow}\rangle=(\chi(\omega)v)(r)\,e^{-i\omega t}\). A code with another sign or prefactor has to be converted before the comparison. `transverse_sum_rule` states that \(\chi(z)(2B-z)=m\) if \(a_i-b_j\ne z\) whenever \(f_i\ne g_j\).

`static_sum_rule` writes out the double sum at \(z=0\), assuming that every \(a_i\) differs from every \(b_j\). Real symmetric \(h\) with real orbitals is the special case in which the conjugations disappear.

The model is collinear, and \(h\) is the same for both spins, so spin-orbit coupling is absent.

## The energy denominator cancels

Since \(h+B\) is Hermitian, it can act to the left on \(p_i\), while \(h-B\) acts to the right on \(s_j\):

\[
\langle p_i,(h+B)s_j\rangle=a_i\langle p_i,s_j\rangle,\qquad
\langle p_i,(h-B)s_j\rangle=b_j\langle p_i,s_j\rangle .
\]

Subtracting these, and then \(z\langle p_i,s_j\rangle\), gives `splitting_element`:

\[
\langle p_i,(2B-z)s_j\rangle=(a_i-b_j-z)\langle p_i,s_j\rangle .
\]

`chi_mulVec` writes the response to a field as a sum over transitions weighted by such matrix elements. In `key` the factor cancels the denominator. Pairs with equal occupation contribute zero on both sides, which leaves

\[
\sum_{i,j}(f_i-g_j)\,p_i(r)s_j^*(r)\langle p_i,s_j\rangle .
\]

Put the \(p_i\) into the columns of a square matrix \(P\). Orthonormality says \(P^\dagger P=1\), hence \(PP^\dagger=1\), which is `IsEigenbasis.complete`. The same holds for the \(s_j\), and `IsEigenbasis.expand` turns completeness into

\[
\sum_j s_j^*(r)\langle p_i,s_j\rangle=p_i^*(r),\qquad
\sum_i p_i(r)\langle p_i,s_j\rangle=s_j(r).
\]

The first identity collapses the \(f\) part (`hA`) and the second the \(g\) part (`hB`). Their difference is \(m(r)\).

## The Larmor mode in mean-field Hubbard theory

Let \(U\) be the on-site interaction and \(b_0\) a uniform external field, in energy units. Self-consistency of the spin field means \(B=b_0-Um/2\). The other part of the mean field, \(U/2\) times the total density at each site, is the same for both spins and belongs to \(h\). At \(z=2b_0\) the applied field is \(2B-z=-Um\), so the sum rule becomes

\[
\bigl(1+U\chi(2b_0)\bigr)m=0 .
\]

This is `hubbard_larmor_mode`. If \(m\) is nonzero at some site, it is a null vector and the determinant vanishes (`hubbard_larmor_det`). Physically, the whole magnetization precesses rigidly at the Larmor frequency; at \(b_0=0\) this is the Goldstone mode of a global spin rotation, here within mean-field theory on a finite lattice.

`hubbard_dimer_witness` checks all the hypotheses, entry by entry, for a two-site example with \(m(0)=7/25\). The total density is 1 on both sites there, so the charge part of the mean field is a constant shift of all levels and is left out of \(h\).

## Broadening, truncation and equal occupations

Suppose that a code broadens the retarded response by evaluating \(\chi\) at \(z=\omega+i\eta\) with \(\eta>0\). The test field for the sum rule is then \(2B-\omega-i\eta\), including the imaginary part. Truncating the empty states generally spoils the agreement, because completeness is lost.

Demanding \(a_i-b_j\ne z\) for all pairs, as `static_sum_rule` does at \(z=0\), is sufficient but stronger than the general rule needs. The dimer has levels \(26,-24\) for spin up and \(24,-26\) for spin down, so \(a_i-b_i=2=2b_0\) for both \(i\), exactly at the Larmor frequency. These pairs are equally occupied and carry no weight, but the stronger condition would exclude the example. A program that skips equally occupied pairs before dividing avoids the \(0/0\) that can arise here.
